# With the orbital, its energy and Hermitian D and q fixed, the derivative of the PAW projector term is twice a real part

When a geometry is relaxed with the projector augmented-wave (PAW) method, the projector contribution to the force on an atom can be computed from two sets of overlaps, combined with the coupling strengths and the orbital energies and occupations: the overlaps of each orbital with the projectors, and its overlaps with the derivatives of the projectors. Only one of the two projectors in each product is differentiated, and the result is replaced by twice its real part.

I would like to see this made rigorous. Let c be the orbital, p_i(R) the projectors as functions of a nuclear coordinate R, D_ij the nonlocal strengths, q_ij the augmentation overlaps and e the orbital energy. With c, D, q and e held fixed, is the derivative of

∑_ij ⟨c, p_i⟩ (D_ij − e q_ij) ⟨p_j, c⟩

really equal to

2 Re ∑_ij ⟨c, p_i'⟩ (D_ij − e q_ij) ⟨p_j, c⟩ ?

Which assumptions does it use, and can a proof assistant check it?

## The two product-rule terms are complex conjugates

Yes, provided that D and q are Hermitian and e is real. Write A_ij = D_ij − e q_ij, and let the inner product be conjugate-linear in its first argument. What is called the nonlocal energy here includes the overlap term −e q:

E(R) = ∑_ij ⟨c, p_i(R)⟩ A_ij ⟨p_j(R), c⟩.

Since c is fixed and R is real, differentiation passes into both overlaps:

d/dR ⟨c, p_i⟩ = ⟨c, p_i'⟩

d/dR ⟨p_j, c⟩ = ⟨p_j', c⟩

The product rule then gives E' = S + T, where

S = ∑_ij ⟨c, p_i'⟩ A_ij ⟨p_j, c⟩

T = ∑_ij ⟨c, p_i⟩ A_ij ⟨p_j', c⟩.

So far A could be any constant matrix. Hermiticity enters when S is compared with T. Because e is real,

conj(A_ij) = conj(D_ij) − e conj(q_ij) = D_ji − e q_ji = A_ji.

Conjugating S reverses each inner product and transposes A:

conj(S) = ∑_ij ⟨p_i', c⟩ A_ji ⟨c, p_j⟩.

Exchanging the names i and j turns this into

conj(S) = ∑_ij ⟨c, p_i⟩ A_ij ⟨p_j', c⟩ = T.

Therefore

E' = S + conj(S) = 2 Re S,

and, for an eigenstate of energy e that is normalised with the PAW overlap, the contribution to the projector force along R is −2 Re S times the occupation.

## Two projectors with a complex coupling

Take the one-dimensional space ℂ, c = 1, and the projectors p_1(R) = R and p_2(R) = iR². Let e = 1, let q be the identity, and let D have the rows (3, 1+i) and (1−i, 2). Then A has the rows (2, 1+i) and (1−i, 1).

The energy can be written out directly:

E(R) = 2R² + (1+i)(−i)R³ + i(1−i)R³ + R⁴ = 2R² + 2R³ + R⁴.

Hence E'(1) = 4 + 6 + 4 = 14.

For the real-part formula, the derivatives at R = 1 are p_1' = 1 and p_2' = 2i. The terms of S, in the order 11, 12, 21, 22, are

S = 2 + (1 − i) + (2 + 2i) + 2 = 7 + i.

Twice the real part is 14, as required. The imaginary part of S is not zero; it is cancelled by T = 7 − i.

## The Lean file

```lean
import Mathlib

open scoped ComplexConjugate

namespace PAWProjectorForce

noncomputable section

variable {ι E : Type*} [Fintype ι] [NormedAddCommGroup E] [InnerProductSpace ℂ E]

/-- The PAW coupling matrix `D - e q` at orbital energy `e`. -/
def screened (D q : Matrix ι ι ℂ) (e : ℝ) : Matrix ι ι ℂ :=
  Matrix.of fun i j => D i j - (e : ℂ) * q i j

/-- The sum `∑ ⟨c, a i⟩ A i j ⟨b j, c⟩` for an orbital `c` and two families of
projectors `a` and `b`. -/
def projectorForm (A : Matrix ι ι ℂ) (a b : ι → E) (c : E) : ℂ :=
  ∑ i, ∑ j, inner ℂ c (a i) * A i j * inner ℂ (b j) c

/-- The nonlocal PAW energy of the orbital `c`, taken here to include the overlap term `- e q`: `∑
⟨c, p i⟩ (D i j - e q i j) ⟨p j, c⟩`. -/
def nonlocalEnergy (D q : Matrix ι ι ℂ) (e : ℝ) (p : ι → E) (c : E) : ℂ :=
  projectorForm (screened D q e) p p c

omit [Fintype ι] in
/-- For Hermitian `D` and `q` and real `e`, the coupling matrix `D - e q` is Hermitian. -/
theorem screened_isHermitian {D q : Matrix ι ι ℂ} (hD : D.IsHermitian)
    (hq : q.IsHermitian) (e : ℝ) : (screened D q e).IsHermitian := by
  refine Matrix.IsHermitian.ext fun i j => ?_
  show star (D j i - (e : ℂ) * q j i) = D i j - (e : ℂ) * q i j
  rw [star_sub, star_mul', hD.apply, hq.apply, Complex.star_def, Complex.conj_ofReal]

/-- For a Hermitian coupling matrix, complex conjugation exchanges the two families of
projectors. -/
theorem projectorForm_conj {A : Matrix ι ι ℂ} (hA : A.IsHermitian) (a b : ι → E) (c : E) :
    conj (projectorForm A a b c) = projectorForm A b a c := by
  unfold projectorForm
  simp only [map_sum, map_mul, inner_conj_symm]
  rw [Finset.sum_comm]
  refine Finset.sum_congr rfl fun i _ => Finset.sum_congr rfl fun j _ => ?_
  have h : conj (A j i) = A i j := hA.apply i j
  rw [h]
  ring

/-- For Hermitian `D` and `q` and real `e`, `nonlocalEnergy` has no imaginary part. -/
theorem nonlocalEnergy_im {D q : Matrix ι ι ℂ} (hD : D.IsHermitian) (hq : q.IsHermitian)
    (e : ℝ) (p : ι → E) (c : E) : (nonlocalEnergy D q e p c).im = 0 :=
  Complex.conj_eq_iff_im.mp (projectorForm_conj (screened_isHermitian hD hq e) p p c)

/-- Product rule for moving projectors and an arbitrary coupling matrix: each of the two
projectors in the sum contributes one term. -/
theorem hasDerivAt_projectorForm (A : Matrix ι ι ℂ) {p : ℝ → ι → E} {p' : ι → E} {R : ℝ}
    (hp : ∀ i, HasDerivAt (fun t => p t i) (p' i) R) (c : E) :
    HasDerivAt (fun t => projectorForm A (p t) (p t) c)
      (projectorForm A p' (p R) c + projectorForm A (p R) p' c) R := by
  -- the overlaps with the fixed orbital are differentiable
  have h1 : ∀ i, HasDerivAt (fun t => inner ℂ c (p t i)) (inner ℂ c (p' i)) R := fun i => by
    simpa using (hasDerivAt_const R c).inner ℂ (hp i)
  have h2 : ∀ j, HasDerivAt (fun t => inner ℂ (p t j) c) (inner ℂ (p' j) c) R := fun j => by
    simpa using (hp j).inner ℂ (hasDerivAt_const R c)
  simp only [projectorForm, ← Finset.sum_add_distrib]
  refine HasDerivAt.fun_sum fun i _ => HasDerivAt.fun_sum fun j _ => ?_
  exact ((h1 i).mul_const (A i j)).fun_mul (h2 j)

/-- PAW projector force, up to sign: for Hermitian `D` and `q`, at fixed orbital `c` and fixed real
`e`, the derivative of `nonlocalEnergy` is `2 Re ∑ ⟨c, p' i⟩ (D i j - e q i j) ⟨p j, c⟩`. -/
theorem hasDerivAt_nonlocalEnergy {D q : Matrix ι ι ℂ} (hD : D.IsHermitian)
    (hq : q.IsHermitian) (e : ℝ) {p : ℝ → ι → E} {p' : ι → E} {R : ℝ}
    (hp : ∀ i, HasDerivAt (fun t => p t i) (p' i) R) (c : E) :
    HasDerivAt (fun t => nonlocalEnergy D q e (p t) c)
      ((2 * (∑ i, ∑ j, inner ℂ c (p' i) * (D i j - (e : ℂ) * q i j) *
        inner ℂ (p R j) c).re : ℝ) : ℂ) R := by
  have h := hasDerivAt_projectorForm (screened D q e) hp c
  -- the two terms of the product rule are complex conjugates
  rw [← projectorForm_conj (screened_isHermitian hD hq e) p' (p R) c, Complex.add_conj] at h
  exact h

/-- For Hermitian `D` and `q` and finitely many bands with fixed real occupations `f n`, real
energies `e n` and orbitals `c n`, the derivative of the total nonlocal energy is the
occupation-weighted sum of the band terms. -/
theorem hasDerivAt_bandEnergy {ν : Type*} [Fintype ν] {D q : Matrix ι ι ℂ}
    (hD : D.IsHermitian) (hq : q.IsHermitian) (f e : ν → ℝ) (c : ν → E)
    {p : ℝ → ι → E} {p' : ι → E} {R : ℝ}
    (hp : ∀ i, HasDerivAt (fun t => p t i) (p' i) R) :
    HasDerivAt (fun t => ∑ n, (f n : ℂ) * nonlocalEnergy D q (e n) (p t) (c n))
      ((∑ n, f n * (2 * (projectorForm (screened D q (e n)) p' (p R) (c n)).re) : ℝ) : ℂ)
      R := by
  have h := HasDerivAt.fun_sum (u := Finset.univ) fun n _ =>
    (hasDerivAt_nonlocalEnergy hD hq (e n) hp (c n)).const_mul (f n : ℂ)
  refine h.congr_deriv ?_
  rw [Complex.ofReal_sum]
  refine Finset.sum_congr rfl fun n _ => ?_
  exact (Complex.ofReal_mul (f n)
    (2 * (projectorForm (screened D q (e n)) p' (p R) (c n)).re)).symm

/-- The real-part formula fails for a non-Hermitian coupling: a single projector `p(R) = R`
in `ℂ` with coupling `i` and orbital `1` violates it at `R = 1`. -/
theorem realPart_formula_fails_nonHermitian :
    ¬ HasDerivAt
      (fun t : ℝ => projectorForm (Matrix.of fun _ _ : Fin 1 => Complex.I)
        (fun _ => (t : ℂ)) (fun _ => (t : ℂ)) (1 : ℂ))
      ((2 * (projectorForm (Matrix.of fun _ _ : Fin 1 => Complex.I)
        (fun _ => (1 : ℂ)) (fun _ => (1 : ℂ)) (1 : ℂ)).re : ℝ) : ℂ) 1 := by
  intro h
  have hp : ∀ _ : Fin 1, HasDerivAt (fun t : ℝ => (t : ℂ)) (1 : ℂ) 1 := fun _ => by
    simpa using (hasDerivAt_id (1 : ℝ)).ofReal_comp
  have g := hasDerivAt_projectorForm (Matrix.of fun _ _ : Fin 1 => Complex.I)
    (p := fun t _ => (t : ℂ)) (p' := fun _ => (1 : ℂ)) hp (1 : ℂ)
  -- the true derivative is `2 i`, whereas the formula gives a real number
  have him := congrArg Complex.im (h.unique g)
  norm_num [projectorForm] at him

end

end PAWProjectorForce
```

```lean
#print axioms PAWProjectorForce.nonlocalEnergy_im
-- 'PAWProjectorForce.nonlocalEnergy_im' depends on axioms: [propext, Classical.choice, Quot.sound]
#print axioms PAWProjectorForce.hasDerivAt_nonlocalEnergy
-- 'PAWProjectorForce.hasDerivAt_nonlocalEnergy' depends on axioms: [propext, Classical.choice, Quot.sound]
#print axioms PAWProjectorForce.hasDerivAt_bandEnergy
-- 'PAWProjectorForce.hasDerivAt_bandEnergy' depends on axioms: [propext, Classical.choice, Quot.sound]
#print axioms PAWProjectorForce.realPart_formula_fails_nonHermitian
-- 'PAWProjectorForce.realPart_formula_fails_nonHermitian' depends on axioms: [propext, Classical.choice, Quot.sound]
```

## What the theorems say about the force

The main theorem is `hasDerivAt_nonlocalEnergy`. In words: if D and q are Hermitian, e is real, and every projector is differentiable at R with derivative `p' i`, then the nonlocal energy of a fixed orbital is differentiable at R, and its derivative is 2 Re S.

The objects correspond to the physics as follows.

- `ι` is the finite set of projector labels. It may include projectors on several atoms; those that do not move with R have `p' i` equal to zero.
- `E` in the Lean file is the space of orbitals and projectors, not the energy E(R) of the derivation above. It can be any complex inner-product space, so finite dimension is not needed. Differentiability of a projector is meant in the norm of that space.
- `R` is one real coordinate, such as the x-displacement of one nucleus. A force vector takes one application per component.
- `inner ℂ c (p R i)` is ⟨c, p_i(R)⟩, with the convention used above.
- `screened D q e` is the matrix A, and `projectorForm A a b c` is the double sum with family `a` on the left and `b` on the right. The energy has the same family in both places, while S has `p'` on the left.

The energy is defined as a complex number, so the real derivative appears in the theorem as an element of ℂ. `nonlocalEnergy_im` shows that, for Hermitian D and q, the energy itself has no imaginary part.

The combination D − e q comes from the generalised eigenvalue problem of PAW, in which the overlap operator also contains projectors and therefore also changes when an atom moves. Because it includes the term −e q, `nonlocalEnergy` is not the nonlocal part of the total energy; it is the quantity whose derivative at fixed c, D, q and e, multiplied by minus the occupation, gives the orbital's contribution to the projector force. The file takes this combination as given. It does not derive the full force from an eigenvalue equation, and it contains no response of c, e, D or q to the displacement. The other parts of a PAW force, such as those from the local potential and the compensation charges, are absent as well.

`hasDerivAt_bandEnergy` covers a finite set of bands, each with its own fixed orbital c_n, energy e_n and real occupation f_n. The derivative of the total is the sum of f_n · 2 Re S_n, where S_n is S evaluated with c_n and e_n. In electronic-structure practice this is the projector term accumulated over bands, here for frozen orbitals, energies and occupations. For this derivative the orbitals need be neither orthonormal nor eigenstates; reading it as a force takes them to be eigenstates with energies e_n, orthonormal with respect to the PAW overlap.

## How the proof follows the calculation

`screened_isHermitian` is the step conj(A_ij) = A_ji. It uses the Hermiticity of D and q entry by entry, and `Complex.conj_ofReal` supplies the fact that a real e is unchanged by conjugation.

`projectorForm_conj` is the conjugation of S, stated for two arbitrary families: conjugating the form exchanges them. The `simp only` step moves the conjugation inside the sums and products and reverses the inner products. `Finset.sum_comm` exchanges the summation indices, and `ring` reorders the three factors. With both families equal, the lemma says that the energy equals its own conjugate, which gives `nonlocalEnergy_im`.

`hasDerivAt_projectorForm` is the equation E' = S + T, for any coupling matrix. Its local facts `h1` and `h2` differentiate the two overlaps with c constant. The product rule is then applied to each term of the double sum.

The main theorem combines these results. It starts from S + T, rewrites T as conj(S) with `projectorForm_conj`, and applies `Complex.add_conj`, which states that z + conj(z) is twice the real part of z. The band theorem multiplies this result by each f_n and adds.

The last theorem, `realPart_formula_fails_nonHermitian`, shows what can happen without Hermiticity. With one projector p(R) = R in ℂ, orbital 1 and coupling i, the form equals iR². Its derivative at R = 1 is 2i, whereas the real-part formula gives 2 Re(i) = 0. The Lean proof assumes that the formula holds, obtains the true derivative from the general product rule, and uses the uniqueness of derivatives to equate the two. Comparing imaginary parts gives the contradiction.
